# The particle-number operator for non-orthogonal orbitals with an invertible overlap matrix

## Operators, overlap and number

Let a_i and c_i be elements of an associative algebra over the complex numbers, with i running over a finite set of orbitals. Write {x,y} = xy + yx and [x,y] = xy − yx. The operators obey

{a_i, a_j} = 0, {c_i, c_j} = 0, {a_i, c_j} = S_ij,

where the number S_ij stands for S_ij times the unit of the algebra. For an invertible matrix S, define

N = Σ_ij (S⁻¹)_ij c_i a_j.

In the physical setting c_i creates a fermion in the orbital φ_i, a_i is its adjoint, and S_ij = ⟨φ_i|φ_j⟩. Spin can be part of the label i.

## Counting electrons in overlapping orbitals

Atomic basis functions on neighbouring atoms usually overlap. For a finite, linearly independent set of such orbitals, with both spins included in the label i, N is the number operator for electrons in the space that they span, written without first orthogonalising the orbitals. Linear independence is what invertibility of S means when S is a matrix of inner products.

The basic results are

[N, c_k] = c_k, [N, a_k] = −a_k, (c_i a_i)² = S_ii c_i a_i.

The first two say that c_k adds one particle and a_k removes one. The third needs no inverse of S. For a normalised orbital S_ii = 1, and c_i a_i is idempotent. The plain sum of these products does not count particles when orbitals overlap, since [Σ_i c_i a_i, c_k] = Σ_i S_ik c_i.

## What the Lean statements say

`OverlapCAR S a c` holds the three anticommutation relations, for families `a c : n → A` in a complex algebra `A`. The term `S i j • (1 : A)` is the number S_ij times the unit. Nothing requires `c i` to be the adjoint of `a i`, or S to be Hermitian or positive.

`numberOp` is N. Lean's matrix inverse is defined even for singular matrices, so the theorems that use it carry the hypothesis `IsUnit S.det`, which says that det S ≠ 0.

States are elements of a module `V` over `A`. In `number_on_string`, the vacuum is any `v` annihilated by every `a j`, and the list `L` names the creators applied to it. The vector obtained may be zero, for instance when an orbital is repeated; the equation then holds trivially.

`rotC` and `rotA` define new orbitals through a square matrix X:

c′_i = Σ_p X_pi c_p, a′_i = Σ_p X_pi* a_p.

The columns of X are thus the coefficients of the new orbitals. The number of orbitals stays the same, and the sums defining N and the new operators are finite. No Hamiltonian enters.

## The commutators by hand

For one product, add and subtract c_i c_k a_j:

[c_i a_j, c_k] = c_i {a_j, c_k} − {c_i, c_k} a_j = S_jk c_i.

In the same way,

[c_i a_j, a_k] = c_i {a_j, a_k} − {a_k, c_i} a_j = −S_ki a_j.

Multiply by (S⁻¹)_ij and sum:

[N, c_k] = Σ_i (S⁻¹S)_ik c_i = c_k,

[N, a_k] = −Σ_j (SS⁻¹)_kj a_j = −a_k.

For the square, {a_i, a_i} = 0 gives a_i² = 0. Therefore

(c_i a_i)² = c_i (S_ii − c_i a_i) a_i = S_ii c_i a_i − c_i² a_i² = S_ii c_i a_i.

## One orbital

With a single orbital of overlap s ≠ 0, the operator is N = c a / s. The square formula gives

N² = s (c a) / s² = N.

The only possible eigenvalues are 0 and 1: the orbital is empty or filled.

## Many-particle states and new orbitals

Let a_j v = 0 for all j. Then N v = 0. If a string of m creators gives a state w with N w = m w, one more creator gives

N c_k w = c_k N w + c_k w = (m + 1) c_k w.

By induction, N multiplies the state by the length of the string.

Under a change of orbitals, the anticommutators of two new annihilators, or of two new creators, are sums of zeros. The mixed one is

{a′_i, c′_j} = Σ_pq X_pi* S_pq X_qj = (XᴴSX)_ij,

where Xᴴ is the conjugate transpose. This holds for every square X. If X and S are invertible, so is S′ = XᴴSX, with S′⁻¹ = X⁻¹S⁻¹(Xᴴ)⁻¹. Hence

Σ_ij (S′⁻¹)_ij c′_i a′_j = Σ_pq (X S′⁻¹ Xᴴ)_pq c_p a_q = Σ_pq (S⁻¹)_pq c_p a_q = N.

The particle number does not depend on which orbitals span the space.

## Two overlapping orbitals as matrices

Take orthonormal orbitals χ_0 and χ_1 with annihilators b_0 and b_1 on the four-dimensional Fock space. Set φ_0 = χ_0 and φ_1 = χ_0 + χ_1, so that a_0 = b_0 and a_1 = b_0 + b_1. The overlap matrix has rows (1, 1) and (1, 2), with determinant 1. The second orbital has norm √2; after normalisation the overlap of the two is 1/√2. The matrices `pairA` represent a_0 and a_1, and their adjoints are the creators. They show that the relations can be realised with a non-diagonal, invertible S.

## The Lean file

```lean
import Mathlib

open Matrix

namespace NonorthogonalOrbitals

variable {n A : Type*} [Ring A] [Algebra ℂ A]

/-- Annihilators `a i` and creators `c i` of orbitals with overlap matrix `S`:
`{a i, a j} = {c i, c j} = 0` and `{a i, c j} = S i j`. -/
structure OverlapCAR (S : Matrix n n ℂ) (a c : n → A) : Prop where
  aa : ∀ i j, a i * a j + a j * a i = 0
  cc : ∀ i j, c i * c j + c j * c i = 0
  ac : ∀ i j, a i * c j + c j * a i = S i j • (1 : A)

/-- The number operator `∑ (S⁻¹) i j c i a j`, for an invertible overlap matrix `S`. -/
noncomputable def numberOp [Fintype n] [DecidableEq n]
    (S : Matrix n n ℂ) (a c : n → A) : A :=
  ∑ i, ∑ j, S⁻¹ i j • (c i * a j)

/-- Creators of the new orbitals whose coefficients are the columns of `X`. -/
noncomputable def rotC [Fintype n] (X : Matrix n n ℂ) (c : n → A) (i : n) : A :=
  ∑ p, X p i • c p

/-- Annihilators of the new orbitals, with the complex conjugate coefficients. -/
noncomputable def rotA [Fintype n] (X : Matrix n n ℂ) (a : n → A) (i : n) : A :=
  ∑ p, star (X p i) • a p

variable {S : Matrix n n ℂ} {a c : n → A}

/-- The commutator of `c i a j` with a creator is `[c i a j, c k] = S j k c i`. -/
theorem excitation_comm_create (h : OverlapCAR S a c) (i j k : n) :
    c i * a j * c k - c k * (c i * a j) = S j k • c i := by
  calc c i * a j * c k - c k * (c i * a j)
      = c i * (a j * c k + c k * a j) - (c i * c k + c k * c i) * a j := by noncomm_ring
    _ = S j k • c i := by
      rw [h.ac, h.cc, mul_smul_comm, mul_one, zero_mul, sub_zero]

/-- The commutator of `c i a j` with an annihilator is `[c i a j, a k] = -S k i a j`. -/
theorem excitation_comm_annihilate (h : OverlapCAR S a c) (i j k : n) :
    c i * a j * a k - a k * (c i * a j) = -(S k i • a j) := by
  calc c i * a j * a k - a k * (c i * a j)
      = c i * (a j * a k + a k * a j) - (a k * c i + c i * a k) * a j := by noncomm_ring
    _ = -(S k i • a j) := by
      rw [h.ac, h.aa, smul_mul_assoc, one_mul, mul_zero, zero_sub]

/-- For an invertible overlap matrix, `[N, c k] = c k`. -/
theorem number_comm_create [Fintype n] [DecidableEq n] (h : OverlapCAR S a c)
    (hS : IsUnit S.det) (k : n) :
    numberOp S a c * c k - c k * numberOp S a c = c k := by
  simp only [numberOp, Finset.sum_mul, Finset.mul_sum, smul_mul_assoc, mul_smul_comm,
    ← Finset.sum_sub_distrib, ← smul_sub, excitation_comm_create h]
  -- the inner sum is the matrix product of the inverse overlap and the overlap
  simp only [smul_smul, ← Finset.sum_smul, ← Matrix.mul_apply]
  rw [Matrix.nonsing_inv_mul S hS]
  simp [Matrix.one_apply]

/-- For an invertible overlap matrix, `[N, a k] = -a k`. -/
theorem number_comm_annihilate [Fintype n] [DecidableEq n] (h : OverlapCAR S a c)
    (hS : IsUnit S.det) (k : n) :
    numberOp S a c * a k - a k * numberOp S a c = -a k := by
  simp only [numberOp, Finset.sum_mul, Finset.mul_sum, smul_mul_assoc, mul_smul_comm,
    ← Finset.sum_sub_distrib, ← smul_sub, excitation_comm_annihilate h]
  calc ∑ i, ∑ j, S⁻¹ i j • -(S k i • a j) = ∑ j, -((S * S⁻¹) k j • a j) := by
        rw [Finset.sum_comm]
        refine Finset.sum_congr rfl fun j _ => ?_
        rw [Matrix.mul_apply, Finset.sum_smul, ← Finset.sum_neg_distrib]
        refine Finset.sum_congr rfl fun i _ => ?_
        rw [smul_neg, smul_smul, mul_comm (S⁻¹ i j)]
    _ = -a k := by
        rw [Matrix.mul_nonsing_inv S hS]
        simp [Matrix.one_apply]

/-- The product `c i a i` of a single orbital squares to `S i i` times itself. -/
theorem occupation_sq (h : OverlapCAR S a c) (i : n) :
    (c i * a i) ^ 2 = S i i • (c i * a i) := by
  -- Pauli principle: the same orbital cannot be emptied twice
  have h0 : a i * a i = 0 := by
    calc a i * a i = (1 / 2 : ℂ) • (a i * a i + a i * a i) := by module
      _ = 0 := by rw [h.aa, smul_zero]
  calc (c i * a i) ^ 2
      = c i * (a i * c i + c i * a i) * a i - c i * c i * (a i * a i) := by
        rw [sq]; noncomm_ring
    _ = S i i • (c i * a i) := by
        rw [h.ac, h0, mul_smul_comm, mul_one, smul_mul_assoc, mul_zero, sub_zero]

/-- Let `S` be invertible and let every `a j` annihilate `v`. On the state made from `v` by a
string of creators, `N` acts as multiplication by the number of creators. -/
theorem number_on_string [Fintype n] [DecidableEq n] {V : Type*} [AddCommGroup V]
    [Module A V] (h : OverlapCAR S a c) (hS : IsUnit S.det) (v : V)
    (hv : ∀ j, a j • v = 0) (L : List n) :
    numberOp S a c • ((L.map c).prod • v) = L.length • ((L.map c).prod • v) := by
  induction L with
  | nil =>
    simp only [List.map_nil, List.prod_nil, one_smul, List.length_nil, zero_smul]
    simp only [numberOp, Finset.sum_smul, ← smul_mul_assoc, mul_smul, hv, smul_zero,
      Finset.sum_const_zero]
  | cons k t ih =>
    -- moving N past one creator adds one particle
    have hk : numberOp S a c * c k = c k * numberOp S a c + c k :=
      sub_eq_iff_eq_add'.mp (number_comm_create h hS k)
    rw [List.map_cons, List.prod_cons, List.length_cons, mul_smul,
      ← mul_smul (numberOp S a c) (c k), hk, add_smul, mul_smul, ih, succ_nsmul,
      smul_comm (c k) t.length]

/-- The anticommutator of two linear combinations is the double sum of the
anticommutators of their terms. -/
theorem anticomm_sum [Fintype n] (u v : n → ℂ) (x y : n → A) :
    (∑ p, u p • x p) * (∑ q, v q • y q) + (∑ q, v q • y q) * (∑ p, u p • x p)
      = ∑ p, ∑ q, (u p * v q) • (x p * y q + y q * x p) := by
  have e : (∑ q, v q • y q) * (∑ p, u p • x p)
      = ∑ p, ∑ q, (v q • y q) * (u p • x p) := by
    rw [Finset.sum_mul_sum]
    exact Finset.sum_comm
  rw [e, Finset.sum_mul_sum, ← Finset.sum_add_distrib]
  refine Finset.sum_congr rfl fun p _ => ?_
  rw [← Finset.sum_add_distrib]
  refine Finset.sum_congr rfl fun q _ => ?_
  rw [smul_mul_smul_comm, smul_mul_smul_comm, mul_comm (v q), smul_add]

/-- After a linear change of orbitals `X` the operators obey the same relations,
with overlap matrix `Xᴴ S X`. -/
theorem rotated_car [Fintype n] (h : OverlapCAR S a c) (X : Matrix n n ℂ) :
    OverlapCAR (Xᴴ * S * X) (rotA X a) (rotC X c) where
  aa i j := by
    simp only [rotA, anticomm_sum, h.aa, smul_zero, Finset.sum_const_zero]
  cc i j := by
    simp only [rotC, anticomm_sum, h.cc, smul_zero, Finset.sum_const_zero]
  ac i j := by
    simp only [rotA, rotC, anticomm_sum, h.ac, smul_smul, ← Finset.sum_smul]
    congr 1
    simp only [Matrix.mul_apply, Matrix.conjTranspose_apply, Finset.sum_mul]
    rw [Finset.sum_comm]
    exact Finset.sum_congr rfl fun q _ => Finset.sum_congr rfl fun p _ => by ring

/-- For invertible `S` and an invertible change of orbitals `X`, the new overlap matrix is
invertible and the number operator built from the new orbitals equals the old one. -/
theorem number_invariant [Fintype n] [DecidableEq n] (a c : n → A) (X : Matrix n n ℂ)
    (hS : IsUnit S.det) (hX : IsUnit X.det) :
    IsUnit (Xᴴ * S * X).det ∧
      numberOp (Xᴴ * S * X) (rotA X a) (rotC X c) = numberOp S a c := by
  have hX' : IsUnit Xᴴ.det := by
    rw [Matrix.det_conjTranspose]
    exact hX.star
  refine ⟨by rw [Matrix.det_mul, Matrix.det_mul]; exact (hX'.mul hS).mul hX, ?_⟩
  -- the inverse overlap transforms oppositely to the orbitals
  have key : S⁻¹ = X * (Xᴴ * S * X)⁻¹ * Xᴴ := by
    rw [Matrix.mul_inv_rev, Matrix.mul_inv_rev]
    calc S⁻¹ = (X * X⁻¹) * S⁻¹ * (Xᴴ⁻¹ * Xᴴ) := by
          rw [Matrix.mul_nonsing_inv _ hX, Matrix.nonsing_inv_mul _ hX',
            Matrix.one_mul, Matrix.mul_one]
      _ = X * (X⁻¹ * (S⁻¹ * Xᴴ⁻¹)) * Xᴴ := by simp only [Matrix.mul_assoc]
  have swap : ∀ F : n → n → n → n → A,
      ∑ i, ∑ j, ∑ p, ∑ q, F i j p q = ∑ p, ∑ q, ∑ j, ∑ i, F i j p q := by
    intro F
    calc ∑ i, ∑ j, ∑ p, ∑ q, F i j p q = ∑ j, ∑ i, ∑ p, ∑ q, F i j p q :=
          Finset.sum_comm
      _ = ∑ j, ∑ p, ∑ i, ∑ q, F i j p q :=
          Finset.sum_congr rfl fun j _ => Finset.sum_comm
      _ = ∑ p, ∑ j, ∑ i, ∑ q, F i j p q := Finset.sum_comm
      _ = ∑ p, ∑ j, ∑ q, ∑ i, F i j p q :=
          Finset.sum_congr rfl fun p _ => Finset.sum_congr rfl fun j _ => Finset.sum_comm
      _ = ∑ p, ∑ q, ∑ j, ∑ i, F i j p q :=
          Finset.sum_congr rfl fun p _ => Finset.sum_comm
  have hl : ∀ i j, (Xᴴ * S * X)⁻¹ i j • (rotC X c i * rotA X a j)
      = ∑ p, ∑ q, (X p i * (Xᴴ * S * X)⁻¹ i j * star (X q j)) • (c p * a q) := by
    intro i j
    rw [rotC, rotA, Finset.sum_mul_sum, Finset.smul_sum]
    refine Finset.sum_congr rfl fun p _ => ?_
    rw [Finset.smul_sum]
    refine Finset.sum_congr rfl fun q _ => ?_
    rw [smul_mul_smul_comm, smul_smul]
    congr 1
    ring
  have hr : ∀ p q, S⁻¹ p q • (c p * a q)
      = ∑ j, ∑ i, (X p i * (Xᴴ * S * X)⁻¹ i j * star (X q j)) • (c p * a q) := by
    intro p q
    rw [key, Matrix.mul_apply, Finset.sum_smul]
    refine Finset.sum_congr rfl fun j _ => ?_
    rw [Matrix.mul_apply, Matrix.conjTranspose_apply, Finset.sum_mul, Finset.sum_smul]
  simp only [numberOp, hl, hr]
  exact swap _

/-- Integer matrix entries of the annihilators of two overlapping orbitals. -/
def pairZ : Fin 2 → Matrix (Fin 4) (Fin 4) ℤ :=
  ![!![0, 0, 1, 0; 0, 0, 0, 1; 0, 0, 0, 0; 0, 0, 0, 0],
    !![0, 1, 1, 0; 0, 0, 0, 1; 0, 0, 0, -1; 0, 0, 0, 0]]

/-- The annihilators with entries `pairZ`, as complex matrices on a four-dimensional space. -/
noncomputable def pairA (i : Fin 2) : Matrix (Fin 4) (Fin 4) ℂ :=
  Matrix.of fun p q => (pairZ i p q : ℂ)

/-- The matrices `pairA` and their adjoints satisfy the relations with the invertible,
non-diagonal overlap matrix with rows `(1, 1)` and `(1, 2)`. -/
theorem overlapCAR_witness :
    OverlapCAR !![1, 1; 1, 2] pairA (fun i => (pairA i)ᴴ) ∧
      IsUnit (!![1, 1; 1, 2] : Matrix (Fin 2) (Fin 2) ℂ).det := by
  -- the relations between the integer entries are checked by evaluation
  have z1 : ∀ i j p q, ∑ r, pairZ i p r * pairZ j r q
      + ∑ r, pairZ j p r * pairZ i r q = 0 := by decide +kernel
  have z2 : ∀ i j p q, ∑ r, pairZ i p r * pairZ j q r + ∑ r, pairZ j r p * pairZ i r q
      = (!![1, 1; 1, 2] : Matrix (Fin 2) (Fin 2) ℤ) i j * (if p = q then 1 else 0) := by
    decide +kernel
  have e : ∀ i j, (!![1, 1; 1, 2] : Matrix (Fin 2) (Fin 2) ℂ) i j
      = (((!![1, 1; 1, 2] : Matrix (Fin 2) (Fin 2) ℤ) i j : ℤ) : ℂ) := by
    intro i j
    fin_cases i <;> fin_cases j <;> simp
  have haa : ∀ i j, pairA i * pairA j + pairA j * pairA i = 0 := by
    intro i j
    ext p q
    have h := congrArg (Int.cast : ℤ → ℂ) (z1 i j p q)
    simp only [Int.cast_add, Int.cast_sum, Int.cast_mul, Int.cast_zero] at h
    simp only [Matrix.add_apply, Matrix.mul_apply, Matrix.zero_apply, pairA, Matrix.of_apply]
    exact h
  have hcc : ∀ i j, (pairA i)ᴴ * (pairA j)ᴴ + (pairA j)ᴴ * (pairA i)ᴴ = 0 := by
    intro i j
    rw [← Matrix.conjTranspose_mul, ← Matrix.conjTranspose_mul,
      ← Matrix.conjTranspose_add, haa, Matrix.conjTranspose_zero]
  refine ⟨⟨haa, hcc, fun i j => ?_⟩, by norm_num [Matrix.det_fin_two]⟩
  rw [e]
  ext p q
  have h := congrArg (Int.cast : ℤ → ℂ) (z2 i j p q)
  simp only [Int.cast_add, Int.cast_sum, Int.cast_mul, Int.cast_ite, Int.cast_one,
    Int.cast_zero] at h
  simp only [Matrix.add_apply, Matrix.mul_apply, Matrix.smul_apply, Matrix.one_apply,
    Matrix.conjTranspose_apply, pairA, Matrix.of_apply, star_intCast, smul_eq_mul]
  exact h

end NonorthogonalOrbitals
```

```lean
#print axioms NonorthogonalOrbitals.occupation_sq
#print axioms NonorthogonalOrbitals.number_on_string
#print axioms NonorthogonalOrbitals.rotated_car
#print axioms NonorthogonalOrbitals.number_invariant
```

```
'NonorthogonalOrbitals.occupation_sq' depends on axioms: [propext, Classical.choice, Quot.sound]
'NonorthogonalOrbitals.number_on_string' depends on axioms: [propext, Classical.choice, Quot.sound]
'NonorthogonalOrbitals.rotated_car' depends on axioms: [propext, Classical.choice, Quot.sound]
'NonorthogonalOrbitals.number_invariant' depends on axioms: [propext, Classical.choice, Quot.sound]
```

## From single products to the number operator

`excitation_comm_create` and `excitation_comm_annihilate` are the two commutators of c_i a_j. In each, `noncomm_ring` checks the regrouping into anticommutators, and `rw` inserts the relations from `OverlapCAR`.

In `number_comm_create`, the first `simp only` brings the commutator inside the double sum and applies the result for one product. The second collects the coefficients into the matrix product S⁻¹S, which `Matrix.nonsing_inv_mul` replaces by the identity. `number_comm_annihilate` starts in the same way, then exchanges the sums with `Finset.sum_comm`, because here the index i is contracted, and uses SS⁻¹ = 1.

`occupation_sq` obtains a_i² = 0 by halving the relation {a_i, a_i} = 0. The remaining lines regroup the square and insert the mixed anticommutator.

`number_on_string` is the induction on the list of creators. The empty list uses `hv`. For a longer list, `hk` is the commutator rewritten as N c_k = c_k N + c_k, and `ih` supplies the count for the shorter string.

## The change of orbitals and the matrix example

`anticomm_sum` expands the anticommutator of two linear combinations. `rotated_car` applies it three times; in the mixed case the coefficients are then matched with the entries of XᴴSX.

`number_invariant` needs no anticommutation relations, since it only rearranges coefficients. Its step `key` is S⁻¹ = X S′⁻¹ Xᴴ. The steps `hl` and `hr` expand the terms of the new and old number operators into the same summands, and `swap` reorders the four sums.

For `overlapCAR_witness`, `decide +kernel` evaluates the relations entry by entry over the integers, and casts carry them to complex matrices. The relation between two creators follows by taking the adjoint of the one between annihilators.
